# Legendre integrals of r₁₂³ at equal electron radii fall as l⁻⁵, those of r₁₂ as l⁻³

A correlated two-electron function can contain terms in $r_{12}$ and $r_{12}^3$, whose partial-wave expansions do not terminate, so any finite cutoff leaves out part of each. Here $r_{12}$ is the distance between the electrons. The linear term belongs to the electron-electron cusp, and the cubic term is the next odd power. The theorems below give their projections on every Legendre polynomial $P_l$ when both electrons are at the same distance $r$ from the nucleus.

## Legendre polynomials and the angular integral

```lean
import Mathlib

open Filter Topology

namespace CubicCoalescence

noncomputable section

/-- Legendre polynomials, defined by Bonnet's recurrence
`(l+2) P_(l+2) = (2l+3) x P_(l+1) - (l+1) P_l`. -/
def legendre : ℕ → ℝ → ℝ
  | 0, _ => 1
  | 1, x => x
  | l + 2, x => ((2 * (l : ℝ) + 3) * x * legendre (l + 1) x - ((l : ℝ) + 1) * legendre l x)
      / ((l : ℝ) + 2)
```

The type `ℕ → ℝ → ℝ` says that `legendre` takes a natural number $l$ and a real $x$ and returns a real. The first two cases are $P_0=1$ and $P_1=x$; the third is Bonnet's recurrence, solved for $P_{l+2}$.

```lean
/-- The projection of `(2 - 2x)^s` on the Legendre polynomial `P_l`, where `x` is the cosine of
the angle between the electrons; the domain is `s > -1`. -/
def legendreMoment (s : ℝ) (l : ℕ) : ℝ :=
  ∫ x in (-1 : ℝ)..1, (2 - 2 * x) ^ s * legendre l x
```

This defines
$$M(s,l)=\int_{-1}^{1}(2-2x)^s P_l(x)\,dx .$$
The letter $s$ is a real exponent, not an orbital label. Despite the name "moment", this is a projection on $P_l$, without a normalisation factor.

```lean
/-- For two electrons at the same distance `r > 0` from the nucleus, with `x` the cosine of the
angle between them, `r12^p = r^p (2 - 2x)^(p/2)`. -/
theorem r12_rpow_equal_radii (a b : EuclideanSpace ℝ (Fin 3)) (r x p : ℝ) (hr : 0 < r)
    (ha : ‖a‖ = r) (hb : ‖b‖ = r) (hx : inner ℝ a b = r ^ 2 * x) :
    ‖a - b‖ ^ p = r ^ p * (2 - 2 * x) ^ (p / 2) := by
  -- the law of cosines
  have h : ‖a - b‖ ^ 2 = r ^ 2 * (2 - 2 * x) := by
    rw [norm_sub_sq_real, ha, hb, hx]; ring
  have hx' : 0 ≤ 2 - 2 * x :=
    le_of_mul_le_mul_left (by rw [mul_zero, ← h]; positivity) (by positivity : 0 < r ^ 2)
  have e : ∀ y : ℝ, 0 ≤ y → (y ^ 2) ^ (p / 2) = y ^ p := by
    intro y hy
    rw [← Real.rpow_natCast y 2, ← Real.rpow_mul hy]
    congr 1
    push_cast
    ring
  rw [← e _ (norm_nonneg _), h, Real.mul_rpow (by positivity) hx', e r hr.le]
```

In this theorem, the variables and hypotheses stand in parentheses before the final colon, the claim follows it, and the proof comes after `:=`. Here `a` and `b` are the electron positions relative to the nucleus, both of length $r>0$, and $x$ is the cosine of the angle between them. The law of cosines gives
$$r_{12}^2=r^2+r^2-2r^2x=r^2(2-2x).$$
Raising this to the power $p/2$ gives $r_{12}^p=r^p(2-2x)^{p/2}$. The linear term therefore has $s=1/2$ and the cubic term $s=3/2$. In the proof, `h` is the law of cosines and `e` is the rule $(y^2)^{p/2}=y^p$ for $y\ge 0$.

## From the cosine to the squared distance

```lean
/-- Every Legendre polynomial is continuous. -/
theorem legendre_continuous : ∀ l, Continuous (legendre l)
  | 0 => by
    have h : legendre 0 = fun _ => 1 := by funext x; simp only [legendre]
    rw [h]; exact continuous_const
  | 1 => by
    have h : legendre 1 = fun x => x := by funext x; simp only [legendre]
    rw [h]; exact continuous_id
  | l + 2 => by
    have h1 := legendre_continuous (l + 1)
    have h0 := legendre_continuous l
    have h : legendre (l + 2) = fun x => ((2 * (l : ℝ) + 3) * x * legendre (l + 1) x
        - ((l : ℝ) + 1) * legendre l x) / ((l : ℝ) + 2) := by
      funext x; simp only [legendre]
    rw [h]; fun_prop
```

Each $P_l$ is continuous. The proof follows the three cases of the definition.

```lean
/-- In the variable `u = 2 - 2x`, the squared distance in units of the squared radius, the
projection is half an integral over `[0,4]`, and for `s > -1` its integrand is integrable. -/
theorem moment_substitution (s : ℝ) (l : ℕ) :
    legendreMoment s l = 2⁻¹ * ∫ u in (0 : ℝ)..4, u ^ s * legendre l (1 - u / 2) ∧
    (-1 < s → IntervalIntegrable (fun u : ℝ => u ^ s * legendre l (1 - u / 2))
      MeasureTheory.volume 0 4) := by
  constructor
  · have h := intervalIntegral.integral_comp_sub_mul (a := -1) (b := 1)
      (fun u : ℝ => u ^ s * legendre l (1 - u / 2)) (two_ne_zero : (2 : ℝ) ≠ 0) 2
    have e : ∀ x : ℝ, 1 - (2 - 2 * x) / 2 = x := by intro x; ring
    rw [show (2 : ℝ) - 2 * 1 = 0 by norm_num, show (2 : ℝ) - 2 * (-1) = 4 by norm_num] at h
    unfold legendreMoment
    simpa only [e, smul_eq_mul] using h
  · intro hs
    have hc : Continuous fun u : ℝ => legendre l (1 - u / 2) :=
      (legendre_continuous l).comp (by fun_prop)
    exact (intervalIntegral.intervalIntegrable_rpow' hs).mul_continuousOn hc.continuousOn
```

Put $u=2-2x$, so that $x=1-u/2$ and $dx=-du/2$. The limits $-1$ and $1$ become $4$ and $0$, hence
$$M(s,l)=\tfrac12\int_0^4u^sP_l(1-u/2)\,du .$$
The second half of the claim says that the integrand is integrable for $s>-1$: $u^s$ is then integrable on $[0,4]$, and the other factor is continuous.

```lean
/-- For `s > -1` the p-wave projection follows from two s-wave projections. -/
theorem moment_one (s : ℝ) (hs : -1 < s) :
    legendreMoment s 1 = legendreMoment s 0 - legendreMoment (s + 1) 0 / 2 := by
  have i0 := (moment_substitution s 0).2 hs
  have i1 := (moment_substitution (s + 1) 0).2 (by linarith)
  have hs1 : s + 1 ≠ 0 := by intro h; linarith
  have key : ∫ u in (0 : ℝ)..4, u ^ s * legendre 1 (1 - u / 2) =
      ∫ u in (0 : ℝ)..4, (u ^ s * legendre 0 (1 - u / 2)
        - 1 / 2 * (u ^ (s + 1) * legendre 0 (1 - u / 2))) := by
    apply intervalIntegral.integral_congr
    intro u hu
    rw [Set.uIcc_of_le (by norm_num)] at hu
    simp only [legendre, Real.rpow_add_one' hu.1 hs1]
    ring
  rw [intervalIntegral.integral_sub i0 (i1.const_mul _),
    intervalIntegral.integral_const_mul] at key
  rw [(moment_substitution s 1).1, (moment_substitution s 0).1,
    (moment_substitution (s + 1) 0).1, key]
  ring
```

Since $P_1(1-u/2)=1-u/2$, the integrand is $u^s-\tfrac12u^{s+1}$, and so $M(s,1)=M(s,0)-\tfrac12M(s+1,0)$. In the proof, `key` is this identity under the integral sign.

```lean
/-- Bonnet's recurrence carried over to the projections, for `s > -1`: multiplication by the
cosine couples the exponents `s` and `s + 1`. -/
theorem moment_bonnet (s : ℝ) (l : ℕ) (hs : -1 < s) :
    ((l : ℝ) + 2) * legendreMoment s (l + 2) =
      (2 * (l : ℝ) + 3) * (legendreMoment s (l + 1) - legendreMoment (s + 1) (l + 1) / 2)
        - ((l : ℝ) + 1) * legendreMoment s l := by
  have i0 := (moment_substitution s l).2 hs
  have i1 := (moment_substitution s (l + 1)).2 hs
  have i2 := (moment_substitution (s + 1) (l + 1)).2 (by linarith)
  have hs1 : s + 1 ≠ 0 := by intro h; linarith
  have hl : (l : ℝ) + 2 ≠ 0 := by positivity
  have key : ((l : ℝ) + 2) * ∫ u in (0 : ℝ)..4, u ^ s * legendre (l + 2) (1 - u / 2) =
      ∫ u in (0 : ℝ)..4, ((2 * (l : ℝ) + 3) * (u ^ s * legendre (l + 1) (1 - u / 2))
        - (2 * (l : ℝ) + 3) / 2 * (u ^ (s + 1) * legendre (l + 1) (1 - u / 2))
        - ((l : ℝ) + 1) * (u ^ s * legendre l (1 - u / 2))) := by
    rw [← intervalIntegral.integral_const_mul]
    apply intervalIntegral.integral_congr
    intro u hu
    rw [Set.uIcc_of_le (by norm_num)] at hu
    simp only [legendre, Real.rpow_add_one' hu.1 hs1]
    field_simp
  rw [intervalIntegral.integral_sub ((i1.const_mul _).sub (i2.const_mul _)) (i0.const_mul _),
    intervalIntegral.integral_sub (i1.const_mul _) (i2.const_mul _),
    intervalIntegral.integral_const_mul, intervalIntegral.integral_const_mul,
    intervalIntegral.integral_const_mul] at key
  rw [(moment_substitution s (l + 2)).1, (moment_substitution s (l + 1)).1,
    (moment_substitution (s + 1) (l + 1)).1, (moment_substitution s l).1]
  linear_combination 2⁻¹ * key
```

The same works for Bonnet's recurrence. Multiply it by $u^s$, with $x=1-u/2$, and integrate:
$$(l+2)M(s,l+2)=(2l+3)\left[M(s,l+1)-\tfrac12M(s+1,l+1)\right]-(l+1)M(s,l).$$

## A closed form for every exponent above −1

```lean
/-- Closed form of the projection of `(2 - 2x)^s` on `P_l` for every real `s > -1`. -/
theorem moment_closed_form : ∀ (l : ℕ) (s : ℝ), -1 < s → legendreMoment s l =
    2 * 4 ^ s * (∏ j ∈ Finset.range l, ((j : ℝ) - s))
      / ∏ j ∈ Finset.range (l + 1), (s + 1 + (j : ℝ))
  | 0, s, hs => by
    have hs1 : s + 1 ≠ 0 := by intro h; linarith
    rw [(moment_substitution s 0).1]
    simp only [legendre, mul_one]
    rw [integral_rpow (Or.inl hs), Real.zero_rpow hs1, Real.rpow_add_one (by norm_num)]
    simp only [zero_add, Finset.prod_range_zero, Finset.prod_range_one, Nat.cast_zero, add_zero]
    ring
  | 1, s, hs => by
    have hs1 : s + 1 ≠ 0 := by intro h; linarith
    have hs2 : s + 1 + 1 ≠ 0 := by intro h; linarith
    rw [moment_one s hs, moment_closed_form 0 s hs, moment_closed_form 0 (s + 1) (by linarith),
      Real.rpow_add_one (by norm_num)]
    simp only [Finset.prod_range_succ, Finset.prod_range_zero, Nat.cast_zero, Nat.cast_one,
      one_mul, add_zero, mul_one]
    field_simp
    ring
  | l + 2, s, hs => by
    have hl : (l : ℝ) + 2 ≠ 0 := by positivity
    have hl0 : (0 : ℝ) ≤ l := Nat.cast_nonneg l
    have hs1 : s + 1 ≠ 0 := by intro h; linarith
    have h2 : s + l + 2 ≠ 0 := by intro h; linarith
    have h3 : s + l + 3 ≠ 0 := by intro h; linarith
    have hD : ∏ j ∈ Finset.range (l + 1), (s + 1 + (j : ℝ)) ≠ 0 :=
      (Finset.prod_pos fun j _ => by
        have : (0 : ℝ) ≤ j := Nat.cast_nonneg j
        linarith).ne'
    -- all products are expressed through those of order l and exponent s
    have n1 : ∏ j ∈ Finset.range (l + 1), ((j : ℝ) - s) =
        (∏ j ∈ Finset.range l, ((j : ℝ) - s)) * (l - s) := Finset.prod_range_succ _ _
    have n2 : ∏ j ∈ Finset.range (l + 2), ((j : ℝ) - s) =
        (∏ j ∈ Finset.range l, ((j : ℝ) - s)) * (l - s) * (l + 1 - s) := by
      rw [Finset.prod_range_succ, n1]; push_cast; ring
    have n3 : ∏ j ∈ Finset.range (l + 1), ((j : ℝ) - (s + 1)) =
        (∏ j ∈ Finset.range l, ((j : ℝ) - s)) * (-(s + 1)) := by
      rw [Finset.prod_range_succ']
      congr 1
      · exact Finset.prod_congr rfl fun j _ => by push_cast; ring
      · push_cast; ring
    have d1 : ∏ j ∈ Finset.range (l + 1 + 1), (s + 1 + (j : ℝ)) =
        (∏ j ∈ Finset.range (l + 1), (s + 1 + (j : ℝ))) * (s + l + 2) := by
      rw [Finset.prod_range_succ _ (l + 1)]; push_cast; ring
    have d2 : ∏ j ∈ Finset.range (l + 2 + 1), (s + 1 + (j : ℝ)) =
        (∏ j ∈ Finset.range (l + 1), (s + 1 + (j : ℝ))) * (s + l + 2) * (s + l + 3) := by
      rw [Finset.prod_range_succ _ (l + 2), d1]; push_cast; ring
    have d3 : ∏ j ∈ Finset.range (l + 1 + 1), (s + 1 + 1 + (j : ℝ)) =
        (∏ j ∈ Finset.range (l + 1), (s + 1 + (j : ℝ))) * (s + l + 2) * (s + l + 3)
          / (s + 1) := by
      rw [eq_div_iff hs1, ← d2, Finset.prod_range_succ' _ (l + 2)]
      congr 1
      · exact Finset.prod_congr rfl fun j _ => by push_cast; ring
      · push_cast; ring
    apply mul_left_cancel₀ hl
    rw [moment_bonnet s l hs, moment_closed_form (l + 1) s hs,
      moment_closed_form (l + 1) (s + 1) (by linarith), moment_closed_form l s hs,
      Real.rpow_add_one (by norm_num), n3, n1, n2, d3, d2, d1]
    generalize ∏ j ∈ Finset.range (l + 1), (s + 1 + (j : ℝ)) = D at hD ⊢
    generalize ∏ j ∈ Finset.range l, ((j : ℝ) - s) = N
    generalize (4 : ℝ) ^ s = c
    field_simp
    ring
```

The claim is
$$M(s,l)=2\cdot4^s\,\frac{N}{D},\qquad N=\prod_{j=0}^{l-1}(j-s),\quad D=\prod_{j=0}^{l}(s+1+j).$$
`Finset.range l` is the set $0,\dots,l-1$, and an empty product is 1.

For $l=0$ the integral is $\tfrac12\,4^{s+1}/(s+1)=2\cdot4^s/(s+1)$. For $l=1$,
$$2\cdot4^s\left[\frac1{s+1}-\frac2{s+2}\right]=\frac{2\cdot4^s(-s)}{(s+1)(s+2)} .$$

For the step to $l+2$, keep $N$ and $D$ for order $l$ and exponent $s$. The induction hypothesis, used for all exponents at once, gives
$$M(s,l+1)=2\cdot4^s\frac ND\,\frac{l-s}{s+l+2},$$
$$\tfrac12M(s+1,l+1)=-2\cdot4^s\frac ND\,\frac{2(s+1)^2}{(s+l+2)(s+l+3)} .$$
Insert these into the recurrence, take out $2\cdot4^sN/D$ and multiply by $(s+l+2)(s+l+3)$. The right-hand side becomes
$$(2l+3)\left[(l-s)(s+l+3)+2(s+1)^2\right]-(l+1)(s+l+2)(s+l+3).$$
The square bracket equals $s^2+s+(l+1)(l+2)$. Collecting powers of $s$ gives
$$(l+2)\left[s^2-(2l+1)s+l(l+1)\right]=(l+2)(l-s)(l+1-s),$$
as the closed form for $l+2$ requires.

In Lean, `n1` to `n3` and `d1` to `d3` rewrite the products in terms of $N$ and $D$. Then `field_simp` clears denominators and `ring` checks the polynomial identity.

```lean
/-- For `s > -1`, consecutive partial-wave projections of `(2 - 2x)^s` obey a two-term
recurrence. -/
theorem moment_succ (s : ℝ) (l : ℕ) (hs : -1 < s) :
    (s + l + 2) * legendreMoment s (l + 1) = (l - s) * legendreMoment s l := by
  have hl0 : (0 : ℝ) ≤ l := Nat.cast_nonneg l
  have h2 : s + l + 2 ≠ 0 := by intro h; linarith
  have hD : ∏ j ∈ Finset.range (l + 1), (s + 1 + (j : ℝ)) ≠ 0 :=
    (Finset.prod_pos fun j _ => by
      have : (0 : ℝ) ≤ j := Nat.cast_nonneg j
      linarith).ne'
  have d1 : ∏ j ∈ Finset.range (l + 1 + 1), (s + 1 + (j : ℝ)) =
      (∏ j ∈ Finset.range (l + 1), (s + 1 + (j : ℝ))) * (s + l + 2) := by
    rw [Finset.prod_range_succ _ (l + 1)]; push_cast; ring
  rw [moment_closed_form (l + 1) s hs, moment_closed_form l s hs, d1,
    Finset.prod_range_succ (fun j : ℕ => (j : ℝ) - s) l]
  generalize ∏ j ∈ Finset.range (l + 1), (s + 1 + (j : ℝ)) = D at hD ⊢
  field_simp
```

Going from $l$ to $l+1$ adds the factor $l-s$ above and $s+l+2$ below, so
$$(s+l+2)M(s,l+1)=(l-s)M(s,l).$$

## The cubic and linear terms

```lean
/-- The projections of the cubic term `(2 - 2x)^(3/2)` and of the linear term `(2 - 2x)^(1/2)`
on `P_l`, for every natural `l`. -/
theorem cubic_and_linear_projection (l : ℕ) :
    legendreMoment (3 / 2) l = 288 / ((2 * (l : ℝ) - 3) * (2 * l - 1) * (2 * l + 1)
      * (2 * l + 3) * (2 * l + 5)) ∧
    legendreMoment (1 / 2) l = -8 / ((2 * (l : ℝ) - 1) * (2 * l + 1) * (2 * l + 3)) := by
  induction l with
  | zero =>
    have h4 : (4 : ℝ) ^ (1 / 2 : ℝ) = 2 := by
      rw [show (4 : ℝ) = 2 ^ (2 : ℝ) by norm_num, ← Real.rpow_mul (by norm_num)]
      norm_num
    have h8 : (4 : ℝ) ^ (3 / 2 : ℝ) = 8 := by
      rw [show (3 / 2 : ℝ) = 1 / 2 + 1 by norm_num, Real.rpow_add_one (by norm_num), h4]
      norm_num
    rw [moment_closed_form 0 _ (by norm_num), moment_closed_form 0 _ (by norm_num), h4, h8]
    constructor <;> norm_num
  | succ l ih =>
    -- odd numbers do not vanish
    have o3 : 2 * (l : ℝ) - 3 ≠ 0 := by
      intro h
      have : 2 * (l : ℤ) - 3 = 0 := by exact_mod_cast h
      omega
    have o1 : 2 * (l : ℝ) - 1 ≠ 0 := by
      intro h
      have : 2 * (l : ℤ) - 1 = 0 := by exact_mod_cast h
      omega
    have e1 : 2 * ((l : ℝ) + 1) - 3 = 2 * l - 1 := by ring
    have e2 : 2 * ((l : ℝ) + 1) - 1 = 2 * l + 1 := by ring
    have e3 : 2 * ((l : ℝ) + 1) + 1 = 2 * l + 3 := by ring
    have e4 : 2 * ((l : ℝ) + 1) + 3 = 2 * l + 5 := by ring
    have e5 : 2 * ((l : ℝ) + 1) + 5 = 2 * l + 7 := by ring
    have a1 : 2 * (l : ℝ) + 1 ≠ 0 := by positivity
    have a3 : 2 * (l : ℝ) + 3 ≠ 0 := by positivity
    have a5 : 2 * (l : ℝ) + 5 ≠ 0 := by positivity
    have a7 : 2 * (l : ℝ) + 7 ≠ 0 := by positivity
    constructor
    · apply mul_left_cancel₀ (by positivity : (3 / 2 + (l : ℝ) + 2) ≠ 0)
      rw [moment_succ _ l (by norm_num), ih.1]
      push_cast
      rw [e1, e2, e3, e4, e5, ← mul_div_assoc, ← mul_div_assoc, div_eq_div_iff
        (mul_ne_zero (mul_ne_zero (mul_ne_zero (mul_ne_zero o3 o1) a1) a3) a5)
        (mul_ne_zero (mul_ne_zero (mul_ne_zero (mul_ne_zero o1 a1) a3) a5) a7)]
      ring
    · apply mul_left_cancel₀ (by positivity : (1 / 2 + (l : ℝ) + 2) ≠ 0)
      rw [moment_succ _ l (by norm_num), ih.2]
      push_cast
      rw [e2, e3, e4, ← mul_div_assoc, ← mul_div_assoc, div_eq_div_iff
        (mul_ne_zero (mul_ne_zero o1 a1) a3) (mul_ne_zero (mul_ne_zero a1 a3) a5)]
      ring
```

The symbol `∧` means "and": both formulas hold for every $l$. In the smallest case, $l=0$, the closed form gives $2\cdot8/(5/2)=32/5=288/45$ for the cubic term and $2\cdot2/(3/2)=8/3$ for the linear one. The two-term recurrence then reads
$$M(\tfrac32,l+1)=\frac{2l-3}{2l+7}M(\tfrac32,l),\qquad M(\tfrac12,l+1)=\frac{2l-1}{2l+5}M(\tfrac12,l).$$
Each step cancels the lowest factor of the denominator and adds a new highest one, which is the stated formula with $l$ replaced by $l+1$. The cancelled factors are odd integers and so never zero; `omega` settles this.

```lean
/-- The cubic projections decay as `9 / l^5` and the linear ones as `-1 / l^3`, in the sense of
exact limits for large `l`. -/
theorem projection_decay :
    Tendsto (fun l : ℕ => (l : ℝ) ^ 5 * legendreMoment (3 / 2) l) atTop (𝓝 9) ∧
    Tendsto (fun l : ℕ => (l : ℝ) ^ 3 * legendreMoment (1 / 2) l) atTop (𝓝 (-1)) := by
  -- each linear factor contributes one half
  have h : ∀ a : ℝ, Tendsto (fun l : ℕ => (l : ℝ) / (2 * l + a)) atTop (𝓝 (1 / 2)) := by
    intro a
    have t := (tendsto_natCast_div_add_atTop (a / 2 : ℝ)).div_const 2
    refine t.congr fun l => ?_
    rw [div_div]
    congr 1
    ring
  constructor
  · have t := (((((h (-3)).mul (h (-1))).mul (h 1)).mul (h 3)).mul (h 5)).const_mul 288
    rw [show (9 : ℝ) = 288 * (1 / 2 * (1 / 2) * (1 / 2) * (1 / 2) * (1 / 2)) by norm_num]
    refine t.congr fun l => ?_
    rw [(cubic_and_linear_projection l).1]
    simp only [div_mul_div_comm]
    simp only [← mul_div_assoc]
    congr 1
    ring
  · have t := (((h (-1)).mul (h 1)).mul (h 3)).const_mul (-8)
    rw [show (-1 : ℝ) = -8 * (1 / 2 * (1 / 2) * (1 / 2)) by norm_num]
    refine t.congr fun l => ?_
    rw [(cubic_and_linear_projection l).2]
    simp only [div_mul_div_comm]
    simp only [← mul_div_assoc]
    congr 1
    ring

end

end CubicCoalescence
```

`Tendsto … atTop (𝓝 9)` says that the sequence converges to 9 as $l\to\infty$. Since $l/(2l+a)\to\tfrac12$ for any fixed $a$, the limits are $288/2^5=9$ and $-8/2^3=-1$.

With normalised polynomials $\sqrt{(2l+1)/2}\,P_l$, the projections fall as $9\,l^{-9/2}$ and $-l^{-5/2}$; the gap of two powers remains. On a shell of equal radii, the Legendre coefficients of the cubic term therefore fall faster with $l$ than those of the linear cusp term. Passing to the truncation error of an energy also requires integration over unequal radii, which the hypothesis $\|a\|=\|b\|=r$ leaves out.

```lean
#print axioms CubicCoalescence.r12_rpow_equal_radii
-- 'CubicCoalescence.r12_rpow_equal_radii' depends on axioms: [propext, Classical.choice, Quot.sound]
#print axioms CubicCoalescence.projection_decay
-- 'CubicCoalescence.projection_decay' depends on axioms: [propext, Classical.choice, Quot.sound]
```
